# For $0<b<a$ and $c\neq 0$, inverting $e^{-ar}+c\,r^{-p}e^{-br}$ at energy $-a^2/2$ gives a potential that tends to $(b^2-a^2)/2$

When I build a pseudopotential from a Hartree–Fock atom, I choose a smooth radial pseudo-orbital $u(r)$, keep its eigenvalue $\varepsilon$, and invert the radial Schrödinger equation, in atomic units, to get $V=\varepsilon+u''/(2u)$. Before $V$ goes any further I look at its tail, because a potential that levels off at a nonzero constant can't be treated as short-ranged.

For a pure exponential $u=e^{-ar}$ with $\varepsilon=-a^2/2$ there is no trouble: $V$ is zero. But Hartree–Fock exchange is nonlocal, and it generally gives a deeper orbital a small tail with the same exponential decay rate as the highest occupied one. If I model this by adding $c\,r^{-p}e^{-br}$ with $0<b<a$, the potential seems to approach the negative constant $(b^2-a^2)/2$, however small $c$ is. Can this be proved in full, with a proof assistant checking the derivatives and the limits?

## The slow tail sets the limit, whatever its weight

Yes, for this two-term orbital and any real exponent $p$. The $1/r$ part of the deviation from the constant can be found as well: it is $pb/r$, and what remains vanishes faster than $1/r$.

Write the slow tail as $t_p(r)=r^{-p}e^{-br}$ for $r>0$, so that $u=e^{-ar}+c\,t_p$. The product rule gives

$$t_p'=-p\,t_{p+1}-b\,t_p .$$

Applying the same rule again, to both terms, gives

$$t_p''=p(p+1)\,t_{p+2}+2bp\,t_{p+1}+b^2t_p .$$

Since $t_{q+1}=t_q/r$, this is

$$t_p''=\left(b^2+\frac{2bp}{r}+\frac{p(p+1)}{r^2}\right)t_p .$$

Hence $u''=a^2e^{-ar}+c\,t_p''$. Now replace $e^{-ar}$ by $u-c\,t_p$, divide by $2u$ where $u\neq0$, and add $\varepsilon=-a^2/2$. The terms in $a^2u$ cancel, which leaves

$$V=\frac12\left(b^2-a^2+\frac{2bp}{r}+\frac{p(p+1)}{r^2}\right)\frac{c\,t_p}{u}.$$

If $c=0$, this is zero. If $c\neq0$, we need the ratio

$$q(r)=\frac{u}{t_p}=x(r)+c,\qquad x(r)=r^pe^{-(a-b)r}.$$

Because $a>b$, the exponential beats any power, so $x\to0$ and $q\to c$. The orbital therefore has no nodes far out, and $c\,t_p/u=c/q\to1$.

For the correction, set $\Delta=(b^2-a^2)/2$ and use $c/q-1=-x/q$:

$$r(V-\Delta)=\left(pb+\frac{p(p+1)}{2r}\right)\frac{c}{q}-\Delta\,\frac{r\,x}{q}.$$

Here $r\,x=r^{p+1}e^{-(a-b)r}\to0$, so the right-hand side tends to $pb$. Dividing by $r$ gives $V-\Delta\to0$. Finally, $0<b<a$ gives $b^2<a^2$, so $\Delta<0$.

If $b$ is the decay constant of the highest occupied orbital, with energy $\varepsilon_{\rm H}=-b^2/2$, the limit is $\varepsilon-\varepsilon_{\rm H}$. For Hartree–Fock pseudopotentials this means that, within this two-exponential model, a small admixture doesn't make the offset small. As $|c|$ shrinks, the offset sets in at larger $r$, where $x(r)$ has fallen well below $|c|$.

## The orbital, the potential and the limits in Lean

`slowTail b p` is $t_p$, and `orbital a b c p` is $u$. All parameters are real numbers, and `r ^ (-p)` is a real power, so natural exponents are included. The orbital is not normalised, which does not affect $V$, since a constant factor cancels in $u''/u$.

`invertedPotential ε u` is $\varepsilon+u''/(2u)$, with `deriv (deriv u)` as the actual second derivative of the function supplied. The theorem `schrodinger_iff` ties this definition to the physics: at a point where $u\neq0$, a number $W$ satisfies $-\tfrac12u''+Wu=\varepsilon u$ exactly when $W$ is the inverted potential there.

The main theorem, `inverted_pseudopotential_tail`, assumes `0 < b` and `b < a` and has three parts:

- If $c=0$, the inverted potential at energy $-a^2/2$ is zero at every $r$.
- If $c\neq0$, it tends to $(b^2-a^2)/2$ as $r\to\infty$, which is what `Tendsto … atTop (𝓝 …)` says.
- The number $(b^2-a^2)/2$ is negative.

The theorem `coulomb_like_correction` states that $r(V-\Delta)\to pb$ when $b<a$ and $c\neq0$. For $p=0$ this limit is zero, so there is no $1/r$ term.

The form of $u$ is an assumption. The term with $c\neq0$ stands for the coupling through nonlocal exchange to a more slowly decaying orbital; no Hartree–Fock equation is solved to obtain it. The model is meant for the outer region only: in general $u$ does not vanish at the origin, as a radial function must. The equation also has no separate centrifugal term, so $V$ is the potential of an $s$ orbital, or else the total effective radial potential, before any unscreening.

A negative $c$ can give $u$ a node, where Lean's division by zero returns a value without physical meaning; the limits are unaffected, because $u$ is shown to be nonzero at all sufficiently large $r$.

```lean
import Mathlib

open Filter Topology

namespace InvertedPseudopotentialTail

noncomputable section

/-- The slowly decaying tail `r^(-p) exp(-b r)`, considered for `r > 0`. -/
def slowTail (b p r : ℝ) : ℝ := r ^ (-p) * Real.exp (-b * r)

/-- A radial orbital with its own decay `exp(-a r)` and an admixture `c` of the slow tail,
considered for `r > 0`. -/
def orbital (a b c p r : ℝ) : ℝ := Real.exp (-a * r) + c * slowTail b p r

/-- The local potential `ε + u'' / (2 u)` obtained by inverting the radial Schrödinger equation for
the orbital `u` at energy `ε`; it has physical meaning only where `u` is nonzero. -/
def invertedPotential (ε : ℝ) (u : ℝ → ℝ) (r : ℝ) : ℝ :=
  ε + deriv (deriv u) r / (2 * u r)

/-- Away from the nodes of `u`, the inverted potential is the only value of the local potential
for which the radial Schrödinger equation holds at `r`. -/
theorem schrodinger_iff (ε W : ℝ) (u : ℝ → ℝ) {r : ℝ} (hu : u r ≠ 0) :
    -(1 / 2) * deriv (deriv u) r + W * u r = ε * u r ↔ W = invertedPotential ε u r := by
  have key : deriv (deriv u) r / (2 * u r) * u r = deriv (deriv u) r / 2 := by
    field_simp
  unfold invertedPotential
  constructor
  · intro h
    apply mul_right_cancel₀ hu
    linear_combination h - key
  · intro h
    rw [h]
    linear_combination key

/-- The exponential `exp(-a r)` has derivative `-a exp(-a r)`. -/
theorem hasDerivAt_decay (a r : ℝ) :
    HasDerivAt (fun x : ℝ => Real.exp (-a * x)) (-a * Real.exp (-a * r)) r := by
  have h0 : HasDerivAt (fun x : ℝ => -a * x) (-a) r :=
    ((hasDerivAt_id' r).const_mul (-a)).congr_deriv (mul_one _)
  exact h0.exp.congr_deriv (mul_comm _ _)

/-- For `r > 0`, differentiating the slow tail gives a combination of the tails with
powers `p + 1` and `p`. -/
theorem hasDerivAt_slowTail (b p : ℝ) {r : ℝ} (hr : 0 < r) :
    HasDerivAt (slowTail b p) (-p * slowTail b (p + 1) r - b * slowTail b p r) r := by
  have h1 := Real.hasDerivAt_rpow_const (x := r) (p := -p) (Or.inl hr.ne')
  have h3 := h1.fun_mul (hasDerivAt_decay b r)
  have e : -(p + 1) = -p - 1 := by ring
  refine HasDerivAt.congr_deriv (f := slowTail b p) h3 ?_
  simp only [slowTail, e]
  ring

/-- The second derivative of the orbital at `r > 0`. -/
theorem deriv_deriv_orbital (a b c p : ℝ) {r : ℝ} (hr : 0 < r) :
    deriv (deriv (orbital a b c p)) r = a ^ 2 * Real.exp (-a * r)
      + c * (b ^ 2 + 2 * b * p / r + p * (p + 1) / r ^ 2) * slowTail b p r := by
  have h1 : ∀ x, 0 < x → HasDerivAt (orbital a b c p)
      (-a * Real.exp (-a * x) + c * (-p * slowTail b (p + 1) x - b * slowTail b p x)) x := by
    intro x hx
    have h := (hasDerivAt_decay a x).fun_add ((hasDerivAt_slowTail b p hx).const_mul c)
    exact h
  have h2 : deriv (orbital a b c p) =ᶠ[𝓝 r] fun x =>
      -a * Real.exp (-a * x) + c * (-p * slowTail b (p + 1) x - b * slowTail b p x) := by
    filter_upwards [eventually_gt_nhds hr] with x hx using (h1 x hx).deriv
  have h3 := ((hasDerivAt_decay a r).const_mul (-a)).fun_add
    ((((hasDerivAt_slowTail b (p + 1) hr).const_mul (-p)).fun_sub
      ((hasDerivAt_slowTail b p hr).const_mul b)).const_mul c)
  -- raising the power by one divides the tail by `r`
  have hs : ∀ q, slowTail b (q + 1) r = slowTail b q r / r := by
    intro q
    have e : -(q + 1) = -q - 1 := by ring
    simp only [slowTail, e, Real.rpow_sub_one hr.ne']
    ring
  rw [h2.deriv_eq]
  refine (HasDerivAt.deriv h3).trans ?_
  rw [hs (p + 1), hs p]
  field_simp
  ring

/-- Closed form of the inverted potential at energy `-a²/2`, for `r > 0` away from the nodes
of the orbital. -/
theorem invertedPotential_eq (a b c p : ℝ) {r : ℝ} (hr : 0 < r)
    (hu : orbital a b c p r ≠ 0) :
    invertedPotential (-a ^ 2 / 2) (orbital a b c p) r =
      (b ^ 2 - a ^ 2 + 2 * b * p / r + p * (p + 1) / r ^ 2) / 2
        * (c * slowTail b p r / orbital a b c p r) := by
  have hE : Real.exp (-a * r) = orbital a b c p r - c * slowTail b p r := by
    unfold orbital
    ring
  rw [invertedPotential, deriv_deriv_orbital a b c p hr, hE]
  field_simp
  ring

/-- For `r > 0` the orbital is the slow tail times a factor that contains the
relative weight `r^p exp(-(a-b) r)` of the fast exponential. -/
theorem orbital_eq (a b c p : ℝ) {r : ℝ} (hr : 0 < r) :
    orbital a b c p r = (r ^ p * Real.exp (-(a - b) * r) + c) * slowTail b p r := by
  have h1 : r ^ p * r ^ (-p) = 1 := by
    rw [← Real.rpow_add hr, add_neg_cancel, Real.rpow_zero]
  have h2 : Real.exp (-(a - b) * r) * Real.exp (-b * r) = Real.exp (-a * r) := by
    rw [← Real.exp_add]
    congr 1
    ring
  unfold orbital slowTail
  linear_combination (-(Real.exp (-(a - b) * r) * Real.exp (-b * r))) * h1 - h2

/-- If `b < a`, the ratio of the orbital to the slow tail tends to `c` at large distance. -/
theorem orbital_div_slowTail_tendsto {a b : ℝ} (c p : ℝ) (hab : b < a) :
    Tendsto (fun r => orbital a b c p r / slowTail b p r) atTop (𝓝 c) := by
  have h := (tendsto_rpow_mul_exp_neg_mul_atTop_nhds_zero p (a - b)
    (sub_pos.2 hab)).add_const c
  rw [zero_add] at h
  refine h.congr' ?_
  filter_upwards [eventually_gt_atTop (0 : ℝ)] with r hr
  have hT : 0 < slowTail b p r := mul_pos (Real.rpow_pos_of_pos hr _) (Real.exp_pos _)
  rw [orbital_eq a b c p hr, mul_div_cancel_right₀ _ hT.ne']

/-- If `b < a` and `c ≠ 0`, the orbital has no nodes at sufficiently large distance. -/
theorem orbital_eventually_ne_zero {a b c : ℝ} (p : ℝ) (hab : b < a) (hc : c ≠ 0) :
    ∀ᶠ r in atTop, orbital a b c p r ≠ 0 := by
  have h : ∀ᶠ y in 𝓝 c, y ≠ 0 := isOpen_ne.mem_nhds hc
  filter_upwards [(orbital_div_slowTail_tendsto c p hab).eventually h] with r hr h0
  exact hr (by rw [h0, zero_div])

/-- If `b < a` and `c ≠ 0`, the inverted potential at energy `-a²/2` differs from `(b² - a²)/2` by
`p b / r` plus a remainder that vanishes faster than `1 / r` at large distance. -/
theorem coulomb_like_correction {a b c : ℝ} (p : ℝ) (hab : b < a) (hc : c ≠ 0) :
    Tendsto (fun r => r * (invertedPotential (-a ^ 2 / 2) (orbital a b c p) r
      - (b ^ 2 - a ^ 2) / 2)) atTop (𝓝 (p * b)) := by
  have hq := orbital_div_slowTail_tendsto c p hab
  have hρ := tendsto_rpow_mul_exp_neg_mul_atTop_nhds_zero (p + 1) (a - b) (sub_pos.2 hab)
  have hinv : Tendsto (fun r : ℝ => r⁻¹) atTop (𝓝 0) := tendsto_inv_atTop_zero
  have hlim : Tendsto (fun r : ℝ =>
      (p * b + p * (p + 1) / 2 * r⁻¹) * (c / (orbital a b c p r / slowTail b p r))
      - (b ^ 2 - a ^ 2) / 2 * (r ^ (p + 1) * Real.exp (-(a - b) * r)
        / (orbital a b c p r / slowTail b p r))) atTop
      (𝓝 ((p * b + p * (p + 1) / 2 * 0) * (c / c) - (b ^ 2 - a ^ 2) / 2 * (0 / c))) :=
    (((hinv.const_mul (p * (p + 1) / 2)).const_add (p * b)).mul
      (tendsto_const_nhds.div hq hc)).sub ((hρ.div hq hc).const_mul ((b ^ 2 - a ^ 2) / 2))
  have hval : (p * b + p * (p + 1) / 2 * 0) * (c / c) - (b ^ 2 - a ^ 2) / 2 * (0 / c)
      = p * b := by
    rw [div_self hc, zero_div]
    ring
  rw [hval] at hlim
  refine hlim.congr' ?_
  filter_upwards [eventually_gt_atTop (0 : ℝ), orbital_eventually_ne_zero p hab hc]
    with r hr hu
  have hT : slowTail b p r ≠ 0 :=
    (mul_pos (Real.rpow_pos_of_pos hr _) (Real.exp_pos _)).ne'
  -- the fast exponential, measured against the slow tail
  have hX : r ^ (p + 1) * Real.exp (-(a - b) * r)
      = r * (orbital a b c p r - c * slowTail b p r) / slowTail b p r := by
    rw [eq_div_iff hT, Real.rpow_add_one hr.ne', orbital_eq a b c p hr]
    ring
  rw [invertedPotential_eq a b c p hr hu, hX]
  field_simp
  ring

/-- Let `0 < b < a` and invert the Schrödinger equation at energy `-a²/2`. Without the slow tail
the potential vanishes identically; with any nonzero admixture it tends to the negative
constant `(b² - a²)/2` at large distance. -/
theorem inverted_pseudopotential_tail {a b : ℝ} (c p : ℝ) (hb : 0 < b) (hab : b < a) :
    (c = 0 → ∀ r, invertedPotential (-a ^ 2 / 2) (orbital a b c p) r = 0) ∧
    (c ≠ 0 → Tendsto (invertedPotential (-a ^ 2 / 2) (orbital a b c p)) atTop
      (𝓝 ((b ^ 2 - a ^ 2) / 2))) ∧
    (b ^ 2 - a ^ 2) / 2 < 0 := by
  refine ⟨?_, ?_, by nlinarith⟩
  · -- a pure exponential solves the free equation
    intro hc r
    have h0 : orbital a b c p = fun x => Real.exp (-a * x) := by
      funext x
      simp [orbital, hc]
    have h1 : deriv (fun x : ℝ => Real.exp (-a * x)) = fun x => -a * Real.exp (-a * x) :=
      funext fun x => (hasDerivAt_decay a x).deriv
    have h2 : -a * (-a * Real.exp (-a * r)) / (2 * Real.exp (-a * r)) = a ^ 2 / 2 := by
      rw [div_eq_iff (by positivity)]
      ring
    rw [invertedPotential, h0, h1, ((hasDerivAt_decay a r).const_mul (-a)).deriv, h2]
    ring
  · -- the deviation from the constant is at most of order `1 / r`
    intro hc
    have h := ((tendsto_inv_atTop_zero (𝕜 := ℝ)).mul
      (coulomb_like_correction p hab hc)).add_const ((b ^ 2 - a ^ 2) / 2)
    rw [zero_mul, zero_add] at h
    refine h.congr' ?_
    filter_upwards [eventually_gt_atTop (0 : ℝ)] with r hr
    rw [inv_mul_cancel_left₀ hr.ne', sub_add_cancel]

end

end InvertedPseudopotentialTail
```

```lean
#print axioms InvertedPseudopotentialTail.schrodinger_iff
#print axioms InvertedPseudopotentialTail.invertedPotential_eq
#print axioms InvertedPseudopotentialTail.inverted_pseudopotential_tail
```

```
'InvertedPseudopotentialTail.schrodinger_iff' depends on axioms: [propext, Classical.choice, Quot.sound]
'InvertedPseudopotentialTail.invertedPotential_eq' depends on axioms: [propext, Classical.choice, Quot.sound]
'InvertedPseudopotentialTail.inverted_pseudopotential_tail' depends on axioms: [propext, Classical.choice, Quot.sound]
```

## From the derivative of the tail to the limit of the potential

**Derivatives.** `hasDerivAt_decay` is the chain rule for the exponential, and `hasDerivAt_slowTail` is the formula for $t_p'$, obtained from the power rule and the product rule at $r>0$. In `deriv_deriv_orbital`, the first derivative of $u$ is computed at every positive point (`h1`). It therefore agrees with an explicit formula throughout a neighbourhood of $r$ (`h2`), which is what permits differentiating that formula once more (`h3`). The relation $t_{q+1}=t_q/r$ is `hs`, and `field_simp` and `ring` collect the terms.

**Closed form.** In `invertedPotential_eq`, the equation `hE` is the replacement of $e^{-ar}$ by $u-c\,t_p$. The remaining algebra cancels $a^2u$, using the hypothesis that $u(r)\neq0$.

**Behaviour far out.** `orbital_eq` is the factorisation $u=(x+c)\,t_p$; its two ingredients are $r^pr^{-p}=1$ and the addition of exponents. `orbital_div_slowTail_tendsto` combines it with Mathlib's theorem that $r^pe^{-(a-b)r}\to0$ for $a-b>0$, and concludes that $u/t_p\to c$. From this, `orbital_eventually_ne_zero` excludes distant nodes: the ratio is eventually close enough to $c$ to be nonzero, whereas a node would make it zero.

**The $1/r$ correction.** In `coulomb_like_correction`, `hlim` takes the limit of the right-hand side of the formula for $r(V-\Delta)$ term by term, and `hval` simplifies the result to $pb$. The rest shows that this expression equals $r(V-\Delta)$ for all sufficiently large $r$, which is enough for the two to share a limit. There `hX` expresses $r\,x$ through $u$ and $t_p$, and the closed form supplies $V$.

**The main theorem.** For $c=0$ the orbital reduces to $e^{-ar}$, and differentiating it twice gives $u''/(2u)=a^2/2$, which cancels the energy. This is done directly, without the closed form, and so holds for every real $r$. For $c\neq0$, the limit of $r(V-\Delta)$ is multiplied by $1/r\to0$, and $\Delta$ is added back. The sign of $\Delta$ follows from $0<b<a$ by `nlinarith`, the only place where the positivity of $b$ is used.
